# Strict convexity of the lattice von Weizsäcker energy on positive normalised densities of a connected graph

A convexity statement depends on the set of admitted densities. Here the candidates are all probability vectors, which may vanish on some sites, and the strictly positive ones. On the first set strict convexity can fail, as a three-site chain shows below, so the theorem is stated on the second. A ground-state density then means a minimiser of the energy functional over that set.

## The energy and its mixing inequality

Let \(V\) be a finite set of sites and \(G\) a graph on it, with a weight \(t_{xy}=t_{yx}>0\) on each edge \(\{x,y\}\). For a density \(n_x\ge 0\) with \(\sum_x n_x=1\) and a real potential \(v_x\), set
\[ T[n]=\sum_{\{x,y\}} t_{xy}\,(\sqrt{n_x}-\sqrt{n_y})^2,\qquad E_v[n]=T[n]+\sum_x v_x n_x, \]
with the first sum over edges. For the amplitude \(\phi_x=\sqrt{n_x}\), \(T\) is the expectation value of the weighted graph Laplacian, which has hopping elements \(-t_{xy}\) and on-site terms \(\sum_y t_{xy}\) summed over neighbours. Positive weights stand for hopping of the ordinary sign without magnetic phases, and connectivity means that a particle can reach every site. For non-interacting bosons on a finite lattice that share the nonnegative orbital \(\phi_x=\sqrt{n_x}\), with this Laplacian plus \(v\) as one-particle Hamiltonian, \(E_v[n]\) is the energy per particle, so the result says that orbital-free minimisation over positive densities has at most one solution.

The claim is that for connected \(G\), \(T\) is strictly convex on strictly positive probability vectors, and that a minimiser of \(E_v\) among them has strictly lower energy than every other probability vector.

Take one edge, two pairs of densities \((a,b)=(r^2,s^2)\) and \((a',b')=(r'^2,s'^2)\) with \(r,s,r',s'\ge0\), and weights \(p,q>0\). Define \(X=\sqrt{pr^2+qr'^2}\), \(Y=\sqrt{ps^2+qs'^2}\) and \(S=p\,rs+q\,r's'\). Expanding the squares, the terms linear in the densities cancel:
\[ p(r-s)^2+q(r'-s')^2-(X-Y)^2=2(XY-S). \]
Lagrange's identity gives
\[ (XY)^2=S^2+pq\,(rs'-r's)^2 . \]
Since \(XY\) and \(S\) are nonnegative, \(XY\ge S\), with equality exactly when \(rs'=r's\), that is \(ab'=a'b\).

Multiply by \(t_{xy}\) and sum over edges. For nonnegative \(n\) and \(m\),
\[ T[pn+qm]\le p\,T[n]+q\,T[m]. \]
The gap is a sum of nonnegative terms with positive weights, so it vanishes exactly when \(n_xm_y=m_xn_y\) on every edge. If \(n\) is strictly positive, this reads \(m_x/n_x=m_y/n_y\) for neighbours. Any two sites are joined by a walk, so the ratio is one constant \(c\), and \(m=cn\). Normalisation gives \(1=\sum_x m_x=c\sum_x n_x=c\), so for \(n\ne m\) the inequality is strict.

Now let \(n\) minimise \(E_v\) among positive densities, and let \(m\ne n\) be any probability vector. The midpoint \(w=\tfrac12 n+\tfrac12 m\) is positive and normalised, and the potential term is linear in the density, so
\[ E_v[n]\le E_v[w]<\tfrac12E_v[n]+\tfrac12E_v[m], \]
which gives \(E_v[n]<E_v[m]\). Two different positive minimisers would each have strictly lower energy than the other, so there is at most one.

## Sites, bonds and densities in Lean

The type `V` is the finite set of sites, and `bond a b` is the single-edge term \((\sqrt a-\sqrt b)^2\).

```lean
import Mathlib

open Finset

namespace LatticeWeizsaeckerStrict

noncomputable section

variable {V : Type*} [Fintype V]

/-- The contribution `(√a - √b)²` of one bond whose end points carry densities `a` and `b`. -/
def bond (a b : ℝ) : ℝ := (√a - √b) ^ 2
```

A `SimpleGraph V` has a symmetric adjacency relation without loops. The set `bonds G` lists ordered adjacent pairs, so each edge occurs twice and `kinetic` carries a factor \(\tfrac12\). The weights are a function on `Sym2 V`, the unordered pairs, which makes \(t_{xy}=t_{yx}\) automatic; values off the edges never enter.

```lean
open Classical in
/-- The ordered pairs of adjacent sites; every edge appears twice. -/
def bonds (G : SimpleGraph V) : Finset (V × V) := univ.filter fun z => G.Adj z.1 z.2

/-- The lattice von Weizsaecker energy: the sum over edges of `t_xy (√n_x - √n_y)²`,
written as half the sum over ordered adjacent pairs. -/
def kinetic (G : SimpleGraph V) (t : Sym2 V → ℝ) (n : V → ℝ) : ℝ :=
  1 / 2 * ∑ z ∈ bonds G, t s(z.1, z.2) * bond (n z.1) (n z.2)

/-- The bosonic density functional in the potential `v`: Weizsaecker energy plus `∑ v_x n_x`. -/
def energy (G : SimpleGraph V) (t : Sym2 V → ℝ) (v n : V → ℝ) : ℝ :=
  kinetic G t n + ∑ x, v x * n x
```

The two candidate sets are `probVec` and `posProbVec`, and `uniform` is the constant density, one over the number of sites.

```lean
/-- Nonnegative densities of total weight one. -/
def probVec (V : Type*) [Fintype V] : Set (V → ℝ) := {n | (∀ x, 0 ≤ n x) ∧ ∑ x, n x = 1}

/-- Strictly positive densities of total weight one. -/
def posProbVec (V : Type*) [Fintype V] : Set (V → ℝ) := {n | (∀ x, 0 < n x) ∧ ∑ x, n x = 1}

/-- The uniform density, one over the number of sites. -/
def uniform (V : Type*) [Fintype V] : V → ℝ := fun _ => (Fintype.card V : ℝ)⁻¹
```

The file starts from \(T\) as a definition, and the reading above through an orbital and a Laplacian is background that it does not formalise. Interactions, complex hopping and the continuum are absent from the model.

## From one edge to the whole graph

The lemma `bond_mix` is the one-edge step, for any \(p,q>0\) and without \(p+q=1\). The four `obtain` lines write the densities as squares, `key` is Lagrange's identity, and `gap` is the expansion equal to \(2(XY-S)\). The lemmas `sq_le_sq₀` and `sq_eq_sq₀` pass from squares back to the nonnegative numbers \(S\) and \(XY\).

```lean
/-- Mixing two pairs of densities with positive weights gives a bond term at most the weighted
sum of the bond terms, with equality exactly when `a b' = a' b`. -/
theorem bond_mix {a b a' b' p q : ℝ} (ha : 0 ≤ a) (hb : 0 ≤ b) (ha' : 0 ≤ a') (hb' : 0 ≤ b')
    (hp : 0 < p) (hq : 0 < q) :
    bond (p * a + q * a') (p * b + q * b') ≤ p * bond a b + q * bond a' b' ∧
    (bond (p * a + q * a') (p * b + q * b') = p * bond a b + q * bond a' b' ↔
      a * b' = a' * b) := by
  obtain ⟨r, hr, rfl⟩ : ∃ r, 0 ≤ r ∧ a = r ^ 2 := ⟨√a, Real.sqrt_nonneg _, (Real.sq_sqrt ha).symm⟩
  obtain ⟨s, hs, rfl⟩ : ∃ r, 0 ≤ r ∧ b = r ^ 2 := ⟨√b, Real.sqrt_nonneg _, (Real.sq_sqrt hb).symm⟩
  obtain ⟨r', hr', rfl⟩ : ∃ r, 0 ≤ r ∧ a' = r ^ 2 :=
    ⟨√a', Real.sqrt_nonneg _, (Real.sq_sqrt ha').symm⟩
  obtain ⟨s', hs', rfl⟩ : ∃ r, 0 ≤ r ∧ b' = r ^ 2 :=
    ⟨√b', Real.sqrt_nonneg _, (Real.sq_sqrt hb').symm⟩
  simp only [bond, Real.sqrt_sq hr, Real.sqrt_sq hs, Real.sqrt_sq hr', Real.sqrt_sq hs']
  have hX2 := Real.sq_sqrt (by positivity : 0 ≤ p * r ^ 2 + q * r' ^ 2)
  have hY2 := Real.sq_sqrt (by positivity : 0 ≤ p * s ^ 2 + q * s' ^ 2)
  have hXY := mul_nonneg (Real.sqrt_nonneg (p * r ^ 2 + q * r' ^ 2))
    (Real.sqrt_nonneg (p * s ^ 2 + q * s' ^ 2))
  set X := √(p * r ^ 2 + q * r' ^ 2)
  set Y := √(p * s ^ 2 + q * s' ^ 2)
  -- Lagrange's identity
  have key : (X * Y) ^ 2 = (p * (r * s) + q * (r' * s')) ^ 2 + p * q * (r * s' - r' * s) ^ 2 := by
    rw [mul_pow, hX2, hY2]; ring
  have gap : p * (r - s) ^ 2 + q * (r' - s') ^ 2 - (X - Y) ^ 2
      = 2 * (X * Y - (p * (r * s) + q * (r' * s'))) := by linear_combination -hX2 - hY2
  have hS : 0 ≤ p * (r * s) + q * (r' * s') := by positivity
  have hD : 0 ≤ p * q * (r * s' - r' * s) ^ 2 := by positivity
  have hle := (sq_le_sq₀ hS hXY).mp (by rw [key]; linarith)
  refine ⟨by linarith, fun h => ?_, fun h => ?_⟩
  · have hXS : X * Y = p * (r * s) + q * (r' * s') := by linarith
    rw [hXS] at key
    have h0 : p * q * (r * s' - r' * s) ^ 2 = 0 := by linarith
    have h1 := (mul_eq_zero.mp h0).resolve_left (mul_pos hp hq).ne'
    have d : r * s' - r' * s = 0 := (pow_eq_zero_iff two_ne_zero).mp h1
    linear_combination (r * s' + r' * s) * d
  · have d : r * s' = r' * s :=
      (sq_eq_sq₀ (mul_nonneg hr hs') (mul_nonneg hr' hs)).mp (by linear_combination h)
    have hXS := (sq_eq_sq₀ hXY hS).mp (by rw [key, d]; ring)
    linarith
```

In `kinetic_mix` the hypothesis `ht` is positivity of the weights on edges; the graph need not be connected. Both sides become sums over `bonds G`, `hle` is the termwise inequality, and `Finset.sum_eq_sum_iff_of_le` says that two termwise ordered sums are equal exactly when all terms are. Cancelling the positive weight returns the equality case of `bond_mix`.

```lean
variable {G : SimpleGraph V} {t : Sym2 V → ℝ} {v n m : V → ℝ} {p q : ℝ}

/-- For positive edge weights the energy of a positive mixture of two densities is at most the
weighted sum of energies, with equality exactly when `n_x m_y = m_x n_y` on every edge. -/
theorem kinetic_mix (ht : ∀ x y, G.Adj x y → 0 < t s(x, y)) (hn : ∀ x, 0 ≤ n x)
    (hm : ∀ x, 0 ≤ m x) (hp : 0 < p) (hq : 0 < q) :
    kinetic G t (p • n + q • m) ≤ p * kinetic G t n + q * kinetic G t m ∧
    (kinetic G t (p • n + q • m) = p * kinetic G t n + q * kinetic G t m ↔
      ∀ x y, G.Adj x y → n x * m y = m x * n y) := by
  have hmem : ∀ z, z ∈ bonds G ↔ G.Adj z.1 z.2 := fun z => by simp [bonds]
  have hb := fun x y => bond_mix (hn x) (hn y) (hm x) (hm y) hp hq
  have hsum : p * kinetic G t n + q * kinetic G t m = 1 / 2 * ∑ z ∈ bonds G,
      t s(z.1, z.2) * (p * bond (n z.1) (n z.2) + q * bond (m z.1) (m z.2)) := by
    simp only [kinetic, Finset.mul_sum, ← Finset.sum_add_distrib]
    exact Finset.sum_congr rfl fun z _ => by ring
  have hle : ∀ z ∈ bonds G,
      t s(z.1, z.2) * bond (p * n z.1 + q * m z.1) (p * n z.2 + q * m z.2) ≤
      t s(z.1, z.2) * (p * bond (n z.1) (n z.2) + q * bond (m z.1) (m z.2)) :=
    fun z hz => mul_le_mul_of_nonneg_left (hb _ _).1 (ht _ _ ((hmem z).mp hz)).le
  rw [hsum]
  unfold kinetic
  simp only [Pi.add_apply, Pi.smul_apply, smul_eq_mul]
  refine ⟨mul_le_mul_of_nonneg_left (Finset.sum_le_sum hle) (by norm_num), ?_⟩
  -- equality of the sums means equality bond by bond
  rw [mul_right_inj' (by norm_num : (1 / 2 : ℝ) ≠ 0), Finset.sum_eq_sum_iff_of_le hle]
  constructor
  · intro h x y hxy
    exact (hb x y).2.mp (mul_left_cancel₀ (ht x y hxy).ne' (h (x, y) ((hmem _).mpr hxy)))
  · intro h z hz
    rw [(hb z.1 z.2).2.mpr (h _ _ ((hmem z).mp hz))]
```

Connectivity enters in `kinetic_mix_eq_iff`: for \(n>0\) and \(m\ge0\), neither normalised, equality holds exactly when `∃ c : ℝ, m = c • n`. The forward direction proves the constant ratio `hr` and takes \(c=m_{x_0}/n_{x_0}\) at some site \(x_0\). The converse is the identity \(n_x\,(cn_y)=(cn_x)\,n_y\).

```lean
/-- On a connected graph with positive edge weights, for `n` strictly positive and `m` nonnegative,
the energy of the mixture equals the weighted sum of energies exactly when `m` is a multiple of `n`.
-/
theorem kinetic_mix_eq_iff (hG : G.Connected) (ht : ∀ x y, G.Adj x y → 0 < t s(x, y))
    (hn : ∀ x, 0 < n x) (hm : ∀ x, 0 ≤ m x) (hp : 0 < p) (hq : 0 < q) :
    kinetic G t (p • n + q • m) = p * kinetic G t n + q * kinetic G t m ↔
      ∃ c : ℝ, m = c • n := by
  rw [(kinetic_mix ht (fun x => (hn x).le) hm hp hq).2]
  constructor
  · intro h
    -- the ratio m / n is carried along walks
    have hr : ∀ x y, m x / n x = m y / n y := by
      intro x y
      obtain ⟨w⟩ := hG.preconnected x y
      induction w with
      | nil => rfl
      | @cons a b c hab w ih =>
        rw [← ih, div_eq_div_iff (hn a).ne' (hn b).ne']
        linarith [h a b hab]
    obtain ⟨x₀⟩ := hG.nonempty
    refine ⟨m x₀ / n x₀, funext fun y => ?_⟩
    have hy := (hn y).ne'
    rw [Pi.smul_apply, smul_eq_mul, hr x₀ y]
    field_simp
  · rintro ⟨c, rfl⟩ x y _
    simp only [Pi.smul_apply, smul_eq_mul]
    ring
```

## Induction on walks

The step from equal ratios on neighbours to equal ratios on any two sites becomes a structural induction. In Mathlib, `G.Connected` combines a nonempty vertex set, `hG.nonempty`, with `hG.preconnected x y`, which states that a walk from \(x\) to \(y\) exists. Walks form an inductive type indexed by their end points. The constructor `nil` is the walk that stays at one site, and `cons` puts an edge from \(a\) to \(b\) in front of a walk from \(b\) to a final site, which the code names `c`. For `nil` both ratios are the same expression and `rfl` closes the goal. For `cons`, `ih` equates the ratios at \(b\) and at the final site, so `rw [← ih]` leaves \(m_a/n_a=m_b/n_b\). Then `div_eq_div_iff` clears the nonzero denominators, and the edge condition `h a b hab` finishes. Strict positivity of \(n\) is used at every site that the walk visits, while \(m\) is never divided by.

## Strict convexity and the unique minimiser

The lemma `kinetic_mix_lt` takes `n ∈ posProbVec V`, `m ∈ probVec V` and \(n\ne m\). If equality held, then \(m=cn\), the normalisations `h1` and `h2` would give \(c=1\), and this contradicts `hne`.

```lean
/-- On a connected graph with positive edge weights, mixing a strictly positive normalised density
with any other normalised density gives an energy strictly below the weighted sum of energies. -/
theorem kinetic_mix_lt (hG : G.Connected) (ht : ∀ x y, G.Adj x y → 0 < t s(x, y))
    (hn : n ∈ posProbVec V) (hm : m ∈ probVec V) (hne : n ≠ m) (hp : 0 < p) (hq : 0 < q) :
    kinetic G t (p • n + q • m) < p * kinetic G t n + q * kinetic G t m := by
  refine lt_of_le_of_ne (kinetic_mix ht (fun x => (hn.1 x).le) hm.1 hp hq).1 fun h => ?_
  obtain ⟨c, rfl⟩ := (kinetic_mix_eq_iff hG ht hn.1 hm.1 hp hq).mp h
  -- normalisation fixes the factor to one
  have h1 : ∑ x, n x = 1 := hn.2
  have h2 : ∑ x, c * n x = 1 := hm.2
  rw [← Finset.mul_sum, h1, mul_one] at h2
  exact hne (by rw [h2, one_smul])
```

Mathlib's `StrictConvexOn ℝ (posProbVec V) (kinetic G t)` has two parts: the set is convex, and for distinct members \(n,m\) and mixing weights \(a,b>0\) with \(a+b=1\) one has \(T[an+bm]<aT[n]+bT[m]\). The second part is the previous lemma. For a single site the set has one point and there is no pair to compare.

```lean
/-- On a finite connected graph with positive edge weights the Weizsaecker energy is strictly
convex on the strictly positive probability vectors. -/
theorem strictConvexOn_kinetic (hG : G.Connected) (ht : ∀ x y, G.Adj x y → 0 < t s(x, y)) :
    StrictConvexOn ℝ (posProbVec V) (kinetic G t) := by
  constructor
  · intro n hn m hm a b ha hb hab
    have h1 : ∑ x, n x = 1 := hn.2
    have h2 : ∑ x, m x = 1 := hm.2
    refine ⟨fun x => convex_Ioi (0 : ℝ) (hn.1 x) (hm.1 x) ha hb hab, ?_⟩
    show ∑ x, (a * n x + b * m x) = 1
    rw [Finset.sum_add_distrib, ← Finset.mul_sum, ← Finset.mul_sum, h1, h2]
    linarith
  · intro n hn m hm hne a b ha hb _
    exact kinetic_mix_lt hG ht hn ⟨fun x => (hm.1 x).le, hm.2⟩ hne ha hb
```

In `ground_density_strict_min`, `IsMinOn (energy G t v) (posProbVec V) n` says \(E_v[n]\le E_v[w]\) for all positive normalised \(w\). The minimiser is assumed, and its existence for general \(v\) is not derived. The steps `hw`, `hle`, `hlt` and `hlin` are the positivity and normalisation of the midpoint, minimality, strict mixing and linearity of the potential term, which `linarith` combines. Uniqueness follows by setting this strict inequality against the minimality of `m`.

```lean
/-- On a connected graph with positive edge weights, a strictly positive probability vector
minimising the energy among such vectors has strictly lower energy than every other probability
vector, positive or not. -/
theorem ground_density_strict_min (hG : G.Connected) (ht : ∀ x y, G.Adj x y → 0 < t s(x, y))
    (hn : n ∈ posProbVec V) (hmin : IsMinOn (energy G t v) (posProbVec V) n)
    (hm : m ∈ probVec V) (hne : n ≠ m) : energy G t v n < energy G t v m := by
  have h1 : ∑ x, n x = 1 := hn.2
  have h2 : ∑ x, m x = 1 := hm.2
  -- compare with the midpoint, which is strictly positive
  have hw : (1 / 2 : ℝ) • n + (1 / 2 : ℝ) • m ∈ posProbVec V := by
    refine ⟨fun x => ?_, ?_⟩
    · show 0 < 1 / 2 * n x + 1 / 2 * m x
      linarith [hn.1 x, hm.1 x]
    · show ∑ x, (1 / 2 * n x + 1 / 2 * m x) = 1
      rw [Finset.sum_add_distrib, ← Finset.mul_sum, ← Finset.mul_sum, h1, h2]
      norm_num
  have hle := isMinOn_iff.mp hmin _ hw
  have hlt := kinetic_mix_lt hG ht hn hm hne (by norm_num : (0 : ℝ) < 1 / 2)
    (by norm_num : (0 : ℝ) < 1 / 2)
  have hlin : ∑ x, v x * ((1 / 2 : ℝ) • n + (1 / 2 : ℝ) • m) x
      = 1 / 2 * ∑ x, v x * n x + 1 / 2 * ∑ x, v x * m x := by
    simp only [Pi.add_apply, Pi.smul_apply, smul_eq_mul, Finset.mul_sum,
      ← Finset.sum_add_distrib]
    exact Finset.sum_congr rfl fun x _ => by ring
  unfold energy at hle ⊢
  linarith

/-- On a connected graph with positive edge weights and in any potential, two strictly positive
probability vectors that both minimise the energy among such vectors coincide. -/
theorem ground_density_unique (hG : G.Connected) (ht : ∀ x y, G.Adj x y → 0 < t s(x, y))
    (hn : n ∈ posProbVec V) (hm : m ∈ posProbVec V)
    (hnmin : IsMinOn (energy G t v) (posProbVec V) n)
    (hmmin : IsMinOn (energy G t v) (posProbVec V) m) : n = m := by
  by_contra hne
  have h := ground_density_strict_min hG ht hn hnmin ⟨fun x => (hm.1 x).le, hm.2⟩ hne
  exact not_le_of_gt h (isMinOn_iff.mp hmmin n hn)
```

## A minimiser and two limiting cases

At \(v=0\) a minimiser is exhibited. The uniform density has equal amplitudes, hence zero energy, and \(T\ge0\) term by term. Only a nonempty `V` and positive weights are assumed.

```lean
/-- For a nonempty set of sites, positive edge weights and zero potential the uniform density is a
strictly positive probability vector and minimises the energy among such vectors. -/
theorem ground_density_witness [Nonempty V] (ht : ∀ x y, G.Adj x y → 0 < t s(x, y)) :
    uniform V ∈ posProbVec V ∧ IsMinOn (energy G t 0) (posProbVec V) (uniform V) := by
  have hN : (0 : ℝ) < Fintype.card V := Nat.cast_pos.mpr Fintype.card_pos
  refine ⟨⟨fun _ => inv_pos.mpr hN, ?_⟩, isMinOn_iff.mpr fun m _ => ?_⟩
  · show ∑ _x : V, (Fintype.card V : ℝ)⁻¹ = 1
    rw [Finset.sum_const, Finset.card_univ, nsmul_eq_mul, mul_inv_cancel₀ hN.ne']
  · have h0 : energy G t 0 (uniform V) = 0 := by simp [energy, kinetic, bond, uniform]
    have h1 : 0 ≤ kinetic G t m := mul_nonneg (by norm_num) (Finset.sum_nonneg fun z hz =>
      mul_nonneg (ht _ _ (by simpa [bonds] using hz)).le (sq_nonneg _))
    rw [h0]
    simpa [energy] using h1
```

On the connected chain with sites \(0,1,2\), take \(n=(1,0,0)\) and \(m=(0,0,1)\). Then \(T[n]=t_{01}\), \(T[m]=t_{12}\), and the mixture \((p,0,q)\) has energy \(p\,t_{01}+q\,t_{12}\), so the mixing inequality is an equality for two distinct densities with zeros. The proof checks \(n_xm_y=m_xn_y\) on each edge.

```lean
/-- On the connected chain of three sites the energy of a mixture of the two densities
localised at the ends equals the weighted sum of their energies. -/
theorem chain_end_densities {t : Sym2 (Fin 3) → ℝ}
    (ht : ∀ x y, (SimpleGraph.pathGraph 3).Adj x y → 0 < t s(x, y)) (hp : 0 < p) (hq : 0 < q) :
    (SimpleGraph.pathGraph 3).Connected ∧
    kinetic (SimpleGraph.pathGraph 3) t (p • ![1, 0, 0] + q • ![0, 0, 1]) =
      p * kinetic (SimpleGraph.pathGraph 3) t ![1, 0, 0] +
      q * kinetic (SimpleGraph.pathGraph 3) t ![0, 0, 1] := by
  refine ⟨SimpleGraph.pathGraph_connected 2, (kinetic_mix ht (fun x => ?_) (fun x => ?_)
    hp hq).2.mpr fun x y h => ?_⟩
  · fin_cases x <;> simp
  · fin_cases x <;> simp
  · rw [SimpleGraph.pathGraph_adj] at h
    fin_cases x <;> fin_cases y <;> first | (simp at h; done) | simp
```

On two sites with the empty graph `⊥` the energy vanishes identically. The positive densities \((\tfrac12,\tfrac12)\) and \((\tfrac14,\tfrac34)\) with their midpoint would require \(0<0\), so strict convexity fails on this disconnected graph.

```lean
/-- On two sites without an edge the energy is not strictly convex on the strictly positive
probability vectors. -/
theorem not_strictConvexOn_disconnected (t : Sym2 (Fin 2) → ℝ) :
    ¬ StrictConvexOn ℝ (posProbVec (Fin 2)) (kinetic ⊥ t) := by
  intro h
  have h0 : ∀ n, kinetic (⊥ : SimpleGraph (Fin 2)) t n = 0 := fun n => by simp [kinetic, bonds]
  have hn : ![1 / 2, 1 / 2] ∈ posProbVec (Fin 2) :=
    ⟨fun x => by fin_cases x <;> simp, by norm_num [Fin.sum_univ_two]⟩
  have hm : ![1 / 4, 3 / 4] ∈ posProbVec (Fin 2) :=
    ⟨fun x => by fin_cases x <;> simp, by norm_num [Fin.sum_univ_two]⟩
  have hlt := h.2 hn hm (fun e => by have := congrFun e 0; norm_num at this)
    (by norm_num : (0 : ℝ) < 1 / 2) (by norm_num : (0 : ℝ) < 1 / 2) (by norm_num)
  simp [h0] at hlt

end

end LatticeWeizsaeckerStrict
```

```lean
#print axioms LatticeWeizsaeckerStrict.strictConvexOn_kinetic
#print axioms LatticeWeizsaeckerStrict.ground_density_unique
#print axioms LatticeWeizsaeckerStrict.chain_end_densities
#print axioms LatticeWeizsaeckerStrict.not_strictConvexOn_disconnected
```

```
'LatticeWeizsaeckerStrict.strictConvexOn_kinetic' depends on axioms: [propext, Classical.choice, Quot.sound]
'LatticeWeizsaeckerStrict.ground_density_unique' depends on axioms: [propext, Classical.choice, Quot.sound]
'LatticeWeizsaeckerStrict.chain_end_densities' depends on axioms: [propext, Classical.choice, Quot.sound]
'LatticeWeizsaeckerStrict.not_strictConvexOn_disconnected' depends on axioms: [propext, Classical.choice, Quot.sound]
```
